# Casimir lengths of round and square wires

Place the cross-section $S$, of area $A$, in the complex plane. `chord` is the length $\ell(f,p)$ of the set of real $t$ with $(t+ip)e^{if}\in S$, for direction $f$ and signed offset $p$. Define the Casimir length as

$$\Lambda=\frac{3}{8A}\int_0^{2\pi}df\int_{-\infty}^{\infty}dp\,\frac{\ell^2}{2}.$$

This postulated formula represents the effective phonon mean free path, defined by the heat conductivity $Cv\Lambda/3$ along the wire (heat capacity $C$ per volume, phonon speed $v$), for an infinitely long wire with isotropic propagation, diffuse walls and no internal scattering. Lean's definition doesn't impose convexity; both shapes here are convex.

`squareChord` describes a centred square of side $a$ and direction $(c,s)$; `squareAngular` enters in (g).

```lean
import Mathlib

open MeasureTheory Set Real

namespace CasimirLength

noncomputable section

/-- Length of the chord cut from the cross-section `S` by the line with direction angle `f`
and signed offset `p` from the origin. -/
def chord (S : Set ℂ) (f p : ℝ) : ℝ :=
  volume.real {t : ℝ | ((t : ℂ) + p * Complex.I) * Complex.exp (f * Complex.I) ∈ S}

/-- Casimir length of a wire with convex cross-section `S` of finite positive area. -/
def casimirLength (S : Set ℂ) : ℝ :=
  3 / (8 * volume.real S) * ∫ f in (0 : ℝ)..2 * π, ∫ p : ℝ, chord S f p ^ 2 / 2

/-- The centred square of side `a`. -/
def square (a : ℝ) : Set ℂ := {z | |z.re| ≤ a / 2 ∧ |z.im| ≤ a / 2}

/-- Chord of the square of side `a` along the unit vector `(c, s)` at offset `p`. -/
def squareChord (a c s p : ℝ) : ℝ :=
  volume.real {t : ℝ | |t * c - p * s| ≤ a / 2 ∧ |t * s + p * c| ≤ a / 2}

/-- Angular factor of the square, written with the larger and the smaller of
`|cos f|` and `|sin f|`. -/
def squareAngular (f : ℝ) : ℝ :=
  (3 * max |cos f| |sin f| - min |cos f| |sin f|) / max |cos f| |sin f| ^ 2
```

(a) For a disc of radius $R>0$, show $\ell=2\sqrt{\max(R^2-p^2,0)}$.

Rotation preserves modulus (`hm`), leaving $t^2+p^2\le R^2$: an interval or nothing.

```lean
/-- A disc of radius `R` has chord `2 √(R² - p²)` for offsets inside it and zero outside. -/
theorem chord_disc {R : ℝ} (hR : 0 < R) (f p : ℝ) :
    chord (Metric.closedBall 0 R) f p = 2 * √(max (R ^ 2 - p ^ 2) 0) := by
  have hm : ∀ t : ℝ, ((t : ℂ) + p * Complex.I) * Complex.exp (f * Complex.I) ∈
      Metric.closedBall (0 : ℂ) R ↔ t ^ 2 + p ^ 2 ≤ R ^ 2 := by
    intro t
    rw [mem_closedBall_zero_iff, norm_mul, Complex.norm_exp_ofReal_mul_I, mul_one,
      ← sq_le_sq₀ (norm_nonneg _) hR.le, Complex.sq_norm, Complex.normSq_add_mul_I]
  unfold chord
  simp only [hm]
  rcases le_or_gt (p ^ 2) (R ^ 2) with h | h
  · have h0 : 0 ≤ R ^ 2 - p ^ 2 := sub_nonneg.2 h
    have hs : {t : ℝ | t ^ 2 + p ^ 2 ≤ R ^ 2} =
        Icc (-√(R ^ 2 - p ^ 2)) (√(R ^ 2 - p ^ 2)) := by
      ext t
      rw [mem_Icc, ← Real.sq_le h0, Set.mem_ofPred_eq, le_sub_iff_add_le]
    have h1 : 0 ≤ √(R ^ 2 - p ^ 2) - -√(R ^ 2 - p ^ 2) := by
      linarith [Real.sqrt_nonneg (R ^ 2 - p ^ 2)]
    rw [hs, Real.volume_real_Icc, max_eq_left h0, max_eq_left h1]
    ring
  · have hs : {t : ℝ | t ^ 2 + p ^ 2 ≤ R ^ 2} = ∅ := by
      ext t
      simp only [Set.mem_ofPred_eq, mem_empty_iff_false, iff_false, not_le]
      nlinarith [sq_nonneg t]
    have h0 : R ^ 2 - p ^ 2 ≤ 0 := by linarith
    rw [hs, max_eq_right h0]
    simp
```

(b) Show $\Lambda=2R$.

Every direction gives $\int_{-R}^{R}2(R^2-p^2)dp=8R^3/3$ (`hJ`). Multiply by $2\pi\cdot3/(8\pi R^2)$.

```lean
/-- The Casimir length of a round wire is its diameter. -/
theorem casimirLength_disc {R : ℝ} (hR : 0 < R) :
    casimirLength (Metric.closedBall 0 R) = 2 * R := by
  have hJ : ∀ f : ℝ, ∫ p : ℝ, chord (Metric.closedBall 0 R) f p ^ 2 / 2 = 8 * R ^ 3 / 3 := by
    intro f
    have h1 : ∀ p : ℝ, chord (Metric.closedBall 0 R) f p ^ 2 / 2
        = 2 * max (R ^ 2 - p ^ 2) 0 := by
      intro p
      rw [chord_disc hR, mul_pow, Real.sq_sqrt (le_max_right _ _)]
      ring
    have h2 : ∫ p in Ioc (-R) R, 2 * max (R ^ 2 - p ^ 2) 0
        = ∫ p : ℝ, 2 * max (R ^ 2 - p ^ 2) 0 := by
      refine setIntegral_eq_integral_of_forall_compl_eq_zero (fun p hp => ?_)
      have h0 : R ^ 2 - p ^ 2 ≤ 0 := by
        by_contra hc
        have h3 := abs_lt.1 (abs_lt_of_sq_lt_sq (by linarith : p ^ 2 < R ^ 2) hR.le)
        exact hp ⟨h3.1, h3.2.le⟩
      rw [max_eq_right h0, mul_zero]
    have h3 : ∫ p in Ioc (-R) R, 2 * max (R ^ 2 - p ^ 2) 0
        = ∫ p in Ioc (-R) R, 2 * (R ^ 2 - p ^ 2) := by
      refine setIntegral_congr_fun measurableSet_Ioc (fun p hp => ?_)
      have h0 : 0 ≤ R ^ 2 - p ^ 2 := by nlinarith [hp.1, hp.2]
      show 2 * max (R ^ 2 - p ^ 2) 0 = 2 * (R ^ 2 - p ^ 2)
      rw [max_eq_left h0]
    simp only [h1]
    rw [← h2, h3, ← intervalIntegral.integral_of_le (by linarith : -R ≤ R),
      intervalIntegral.integral_const_mul, intervalIntegral.integral_sub
        intervalIntegrable_const ((continuous_pow 2).intervalIntegrable _ _),
      intervalIntegral.integral_const, integral_pow, smul_eq_mul]
    push_cast
    ring
  have hA : volume.real (Metric.closedBall (0 : ℂ) R) = R ^ 2 * π := by
    rw [measureReal_def, Complex.volume_closedBall]
    simp [hR.le]
  unfold casimirLength
  simp only [hJ]
  rw [hA, intervalIntegral.integral_const, smul_eq_mul, div_mul_eq_mul_div,
    div_eq_iff (by positivity)]
  ring
```

(c) Let $M,m$ be the larger and smaller of $|\cos f|,|\sin f|$. Show that the square's chord is `squareChord` at $(M,m,|p|)$.

Reflecting or exchanging axes only reverses $p$; $t\to-t$ undoes that (`n0`).

```lean
/-- By the symmetry of the square, its chord depends only on `|p|` and on the larger and the
smaller of `|cos f|` and `|sin f|`. -/
theorem chord_square (a f p : ℝ) : chord (square a) f p =
    squareChord a (max |cos f| |sin f|) (min |cos f| |sin f|) |p| := by
  have n0 : ∀ c s p, squareChord a c s (-p) = squareChord a c s p := by
    intro c s p
    have h : {t : ℝ | |t * c - -p * s| ≤ a / 2 ∧ |t * s + -p * c| ≤ a / 2} =
        Neg.neg ⁻¹' {t : ℝ | |t * c - p * s| ≤ a / 2 ∧ |t * s + p * c| ≤ a / 2} := by
      ext t
      simp only [mem_preimage, Set.mem_ofPred_eq]
      rw [show -t * c - p * s = -(t * c - -p * s) by ring,
        show -t * s + p * c = -(t * s + -p * c) by ring, abs_neg, abs_neg]
    unfold squareChord
    rw [h, measureReal_def, measureReal_def, Measure.measure_preimage_neg]
  -- reflections of the direction and exchange of the axes only reverse the offset
  have n1 : ∀ c s p, squareChord a (-c) s p = squareChord a c s p := by
    intro c s p
    refine Eq.trans ?_ (n0 c s p)
    unfold squareChord
    congr 1
    ext t
    simp only [Set.mem_ofPred_eq]
    rw [show t * -c - p * s = -(t * c - -p * s) by ring,
      show t * s + p * -c = t * s + -p * c by ring, abs_neg]
  have n3 : ∀ c s p, squareChord a s c p = squareChord a c s p := by
    intro c s p
    refine Eq.trans ?_ (n0 c s p)
    unfold squareChord
    congr 1
    ext t
    simp only [Set.mem_ofPred_eq]
    rw [show t * s - p * c = t * s + -p * c by ring,
      show t * c + p * s = t * c - -p * s by ring, and_comm]
  have n2 : ∀ c s p, squareChord a c (-s) p = squareChord a c s p := by
    intro c s p
    rw [n3 (-s) c, n1, n3 c s]
  have key : ∀ c s p, squareChord a |c| |s| |p| = squareChord a c s p := by
    intro c s p
    rcases abs_choice c with hc | hc <;> rcases abs_choice s with hs | hs <;>
      rcases abs_choice p with hp | hp <;> simp only [hc, hs, hp, n0, n1, n2]
  have h : chord (square a) f p = squareChord a (cos f) (sin f) p := by
    unfold chord squareChord
    congr 1
    ext t
    simp [square, Complex.exp_ofReal_mul_I_re, Complex.exp_ofReal_mul_I_im]
  rcases le_total |cos f| |sin f| with hl | hl
  · rw [max_eq_right hl, min_eq_left hl, n3 |cos f| |sin f|, key, h]
  · rw [max_eq_left hl, min_eq_right hl, key, h]
```

(d) Let $c>0$, $s\ge0$, $c^2+s^2=1$, $a>0$. For $0\le p\le a(c-s)/2$, show $\ell=a/c$.

$|tc-ps|\le a/2$ gives an interval of length $a/c$, on which $|ts+pc|\le a/2$ holds automatically.

```lean
/-- Near the centre the chord of the square has the constant length `a / c`. -/
theorem squareChord_plateau {a c s p : ℝ} (ha : 0 < a) (hc : 0 < c) (hs : 0 ≤ s)
    (h : c ^ 2 + s ^ 2 = 1) (hp : 0 ≤ p) (hp' : p ≤ a * (c - s) / 2) :
    squareChord a c s p = a / c := by
  have h1 : p * c ^ 2 + p * s ^ 2 = p := by rw [← mul_add, h, mul_one]
  have hS : {t : ℝ | |t * c - p * s| ≤ a / 2 ∧ |t * s + p * c| ≤ a / 2} =
      Icc ((p * s - a / 2) / c) ((p * s + a / 2) / c) := by
    ext t
    simp only [Set.mem_ofPred_eq, mem_Icc, abs_le, div_le_iff₀ hc, le_div_iff₀ hc]
    constructor
    · rintro ⟨⟨h2, h3⟩, -⟩
      constructor <;> linarith
    · rintro ⟨h2, h3⟩
      have h4 := mul_le_mul_of_nonneg_left h2 hs
      have h5 := mul_le_mul_of_nonneg_left h3 hs
      refine ⟨⟨by linarith, by linarith⟩, ?_, ?_⟩ <;>
        refine le_of_mul_le_mul_right ?_ hc <;> nlinarith
  unfold squareChord
  rw [hS, Real.volume_real_Icc,
    show (p * s + a / 2) / c - (p * s - a / 2) / c = a / c by ring,
    max_eq_left (div_pos ha hc).le]
```

(e) For $0<s\le c$ and $a(c-s)/2\le p\le a(c+s)/2$, show $\ell=(a(c+s)/2-p)/(sc)$.

The upper limit becomes $(a/2-pc)/s$; subtract $(ps-a/2)/c$.

```lean
/-- Between the plateau and the corner the chord of the square falls linearly with the offset. -/
theorem squareChord_ramp {a c s p : ℝ} (hc : 0 < c) (hs : 0 < s)
    (h : c ^ 2 + s ^ 2 = 1) (hp : 0 ≤ p) (hac : 0 ≤ a * (c - s))
    (h1 : a * (c - s) / 2 ≤ p) (h2 : p ≤ a * (c + s) / 2) :
    squareChord a c s p = (a * (c + s) / 2 - p) / (s * c) := by
  have h3 : p * c ^ 2 + p * s ^ 2 = p := by rw [← mul_add, h, mul_one]
  have hS : {t : ℝ | |t * c - p * s| ≤ a / 2 ∧ |t * s + p * c| ≤ a / 2} =
      Icc ((p * s - a / 2) / c) ((a / 2 - p * c) / s) := by
    ext t
    simp only [Set.mem_ofPred_eq, mem_Icc, abs_le, div_le_iff₀ hc, le_div_iff₀ hs]
    constructor
    · rintro ⟨⟨h4, -⟩, -, h5⟩
      constructor <;> linarith
    · rintro ⟨h4, h5⟩
      have h6 := mul_le_mul_of_nonneg_left h4 hs.le
      have h7 := mul_le_mul_of_nonneg_left h5 hc.le
      refine ⟨⟨by linarith, ?_⟩, ?_, by linarith⟩
      · refine le_of_mul_le_mul_right ?_ hs
        nlinarith
      · refine le_of_mul_le_mul_right ?_ hc
        nlinarith
  have hl : (a / 2 - p * c) / s - (p * s - a / 2) / c = (a * (c + s) / 2 - p) / (s * c) := by
    rw [div_sub_div _ _ hs.ne' hc.ne']
    congr 1
    linear_combination (-p) * h
  unfold squareChord
  rw [hS, Real.volume_real_Icc, hl,
    max_eq_left (div_nonneg (sub_nonneg.2 h2) (mul_pos hs hc).le)]
```

(f) For $0\le s\le c$, show $\int\ell^2/2\,dp=a^3(3c-s)/(6c^2)$.

Beyond the corner $\ell=0$. Double the plateau and ramp contributions (`g1`, `g2`):

$$2\left[\frac{a^3(c-s)}{4c^2}+\frac{a^3s}{6c^2}\right].$$

At $s=0$ the ramp vanishes.

```lean
/-- The integral of half the squared chord over all offsets, for a direction with `0 ≤ s ≤ c`. -/
theorem squareChord_integral {a c s : ℝ} (ha : 0 < a) (hs : 0 ≤ s) (hsc : s ≤ c)
    (h : c ^ 2 + s ^ 2 = 1) :
    ∫ p : ℝ, squareChord a c s |p| ^ 2 / 2 = a ^ 3 * (3 * c - s) / (6 * c ^ 2) := by
  have hc : 0 < c := by
    by_contra hn
    have c0 : c = 0 := by linarith
    have s0 : s = 0 := by linarith
    rw [c0, s0] at h
    norm_num at h
  have hac : 0 ≤ a * (c - s) := mul_nonneg ha.le (sub_nonneg.2 hsc)
  have hx : 0 ≤ a * (c - s) / 2 := by linarith
  have hy : a * (c - s) / 2 ≤ a * (c + s) / 2 := by nlinarith [mul_nonneg ha.le hs]
  have e0 : ∫ p : ℝ, squareChord a c s |p| ^ 2 / 2
      = 2 * ∫ q in Ioi (0 : ℝ), squareChord a c s q ^ 2 / 2 :=
    integral_comp_abs (f := fun q => squareChord a c s q ^ 2 / 2)
  -- lines beyond the corner miss the square
  have e1 : ∫ q in Ioi (0 : ℝ), squareChord a c s q ^ 2 / 2
      = ∫ q in Ioc 0 (a * (c + s) / 2), squareChord a c s q ^ 2 / 2 := by
    refine MeasureTheory.setIntegral_eq_of_subset_of_forall_sdiff_eq_zero measurableSet_Ioi
      (fun q hq => hq.1) (fun q hq => ?_)
    have hq2 : a * (c + s) / 2 < q := by
      by_contra hn
      exact hq.2 ⟨hq.1, not_lt.1 hn⟩
    have hS : {t : ℝ | |t * c - q * s| ≤ a / 2 ∧ |t * s + q * c| ≤ a / 2} = ∅ := by
      ext t
      simp only [Set.mem_ofPred_eq, mem_empty_iff_false, iff_false, abs_le]
      rintro ⟨⟨h4, -⟩, -, h5⟩
      have h3 : q * c ^ 2 + q * s ^ 2 = q := by rw [← mul_add, h, mul_one]
      nlinarith [mul_le_mul_of_nonneg_left h4 hs, mul_le_mul_of_nonneg_left h5 hc.le]
    unfold squareChord
    rw [hS]
    simp
  have f1 : EqOn (fun _ : ℝ => (a / c) ^ 2 / 2) (fun q => squareChord a c s q ^ 2 / 2)
      (Ioc 0 (a * (c - s) / 2)) := by
    intro q hq
    show (a / c) ^ 2 / 2 = squareChord a c s q ^ 2 / 2
    rw [squareChord_plateau ha hc hs h hq.1.le hq.2]
  have f2 : EqOn (fun q : ℝ => 1 / (2 * (s * c) ^ 2) * (a * (c + s) / 2 - q) ^ 2)
      (fun q => squareChord a c s q ^ 2 / 2) (Ioc (a * (c - s) / 2) (a * (c + s) / 2)) := by
    intro q hq
    have h3 : 0 < a * s := by nlinarith [hq.1, hq.2]
    have hs0 : 0 < s := (mul_pos_iff_of_pos_left ha).1 h3
    show 1 / (2 * (s * c) ^ 2) * (a * (c + s) / 2 - q) ^ 2 = squareChord a c s q ^ 2 / 2
    rw [squareChord_ramp hc hs0 h (hx.trans hq.1.le) hac hq.1.le hq.2]
    ring
  have i1 := IntegrableOn.congr_fun (μ := volume)
    (continuous_const.integrableOn_Ioc) f1 measurableSet_Ioc
  have i2 := IntegrableOn.congr_fun (μ := volume)
    ((by fun_prop : Continuous (fun q : ℝ =>
      1 / (2 * (s * c) ^ 2) * (a * (c + s) / 2 - q) ^ 2)).integrableOn_Ioc) f2 measurableSet_Ioc
  have g1 : ∫ q in (0 : ℝ)..(a * (c - s) / 2), squareChord a c s q ^ 2 / 2
      = a * (c - s) / 2 * ((a / c) ^ 2 / 2) := by
    rw [intervalIntegral.integral_of_le hx, ← setIntegral_congr_fun measurableSet_Ioc f1,
      ← intervalIntegral.integral_of_le hx, intervalIntegral.integral_const, smul_eq_mul,
      sub_zero]
  have g2 : ∫ q in (a * (c - s) / 2)..(a * (c + s) / 2), squareChord a c s q ^ 2 / 2
      = 1 / (2 * (s * c) ^ 2) * ((a * s) ^ 3 / 3) := by
    rw [intervalIntegral.integral_of_le hy, ← setIntegral_congr_fun measurableSet_Ioc f2,
      ← intervalIntegral.integral_of_le hy, intervalIntegral.integral_const_mul,
      intervalIntegral.integral_comp_sub_left (fun u => u ^ 2), integral_pow]
    congr 1
    push_cast
    ring
  have g3 : 1 / (2 * (s * c) ^ 2) * ((a * s) ^ 3 / 3) = a ^ 3 * s / (6 * c ^ 2) := by
    rcases hs.eq_or_lt with h0 | h0
    · simp [← h0]
    · rw [div_mul_div_comm, div_eq_div_iff (by positivity) (by positivity)]
      ring
  rw [e0, e1, ← intervalIntegral.integral_of_le (hx.trans hy),
    ← intervalIntegral.integral_add_adjacent_intervals
      ((intervalIntegrable_iff_integrableOn_Ioc_of_le hx).2 i1)
      ((intervalIntegrable_iff_integrableOn_Ioc_of_le hy).2 i2), g1, g2, g3]
  ring
```

(g) For $g=(3M-m)/M^2$, show $\int_0^{2\pi}g\,df=8(3\ln(1+\sqrt2)+1-\sqrt2)$.

Period $\pi/2$ and mirror symmetry give eight copies of $[0,\pi/4]$. There `hd` checks the antiderivative $3\ln((1+\sin f)/\cos f)-1/\cos f$; evaluate at the ends.

```lean
/-- The angular factor of the square integrated over a full turn. -/
theorem squareAngular_integral :
    ∫ f in (0 : ℝ)..2 * π, squareAngular f = 8 * (3 * log (1 + √2) + 1 - √2) := by
  have hM : ∀ f : ℝ, 0 < max |cos f| |sin f| := by
    intro f
    rw [lt_max_iff, abs_pos, abs_pos]
    by_contra hn
    rw [not_or, not_not, not_not] at hn
    have h1 := Real.sin_sq_add_cos_sq f
    rw [hn.1, hn.2] at h1
    norm_num at h1
  have hcont : Continuous squareAngular := by
    unfold squareAngular
    exact Continuous.div (by fun_prop) (by fun_prop) (fun f => (pow_pos (hM f) 2).ne')
  have I : ∀ u v : ℝ, IntervalIntegrable squareAngular volume u v :=
    fun u v => hcont.intervalIntegrable u v
  have hper : Function.Periodic squareAngular (π / 2) := by
    intro x
    unfold squareAngular
    rw [Real.cos_add_pi_div_two, Real.sin_add_pi_div_two, abs_neg,
      max_comm |sin x|, min_comm |sin x|]
  have hrefl : ∀ x, squareAngular (π / 2 - x) = squareAngular x := by
    intro x
    unfold squareAngular
    rw [Real.cos_pi_div_two_sub, Real.sin_pi_div_two_sub,
      max_comm |sin x|, min_comm |sin x|]
  -- four quarter turns, each made of two mirror images
  have q1 := hper.intervalIntegral_add_eq (π / 2) 0
  have q2 := hper.intervalIntegral_add_eq π 0
  have q3 := hper.intervalIntegral_add_eq (3 * π / 2) 0
  rw [zero_add, show π / 2 + π / 2 = π by ring] at q1
  rw [zero_add, show π + π / 2 = 3 * π / 2 by ring] at q2
  rw [zero_add, show 3 * π / 2 + π / 2 = 2 * π by ring] at q3
  have a1 := intervalIntegral.integral_add_adjacent_intervals (I 0 (π / 2)) (I (π / 2) π)
  have a2 := intervalIntegral.integral_add_adjacent_intervals (I 0 π) (I π (3 * π / 2))
  have a3 := intervalIntegral.integral_add_adjacent_intervals
    (I 0 (3 * π / 2)) (I (3 * π / 2) (2 * π))
  have a4 := intervalIntegral.integral_add_adjacent_intervals
    (I 0 (π / 4)) (I (π / 4) (π / 2))
  have q4 := intervalIntegral.integral_comp_sub_left (a := 0) (b := π / 4)
    squareAngular (π / 2)
  simp only [hrefl, sub_zero] at q4
  rw [show π / 2 - π / 4 = π / 4 by ring] at q4
  have hd : ∀ x ∈ uIcc 0 (π / 4), HasDerivAt
      (fun y => 3 * (log (1 + sin y) - log (cos y)) - (cos y)⁻¹) (squareAngular x) x := by
    intro x hx
    rw [uIcc_of_le (by positivity)] at hx
    have hp := Real.pi_pos
    have hc : 0 < cos x :=
      Real.cos_pos_of_mem_Ioo ⟨by linarith [hx.1], by linarith [hx.2]⟩
    have hs : 0 ≤ sin x := Real.sin_nonneg_of_nonneg_of_le_pi hx.1 (by linarith [hx.2])
    have hsc : sin x ≤ cos x := by
      rw [← Real.sin_pi_div_two_sub]
      exact Real.sin_le_sin_of_le_of_le_pi_div_two (by linarith [hx.1])
        (by linarith [hx.1]) (by linarith [hx.2])
    have h1 : 1 + sin x ≠ 0 := by positivity
    have d1 : HasDerivAt (fun y => log (1 + sin y) - log (cos y))
        (cos x / (1 + sin x) - (-sin x) / cos x) x :=
      (((Real.hasDerivAt_sin x).const_add 1).log h1).sub ((Real.hasDerivAt_cos x).log hc.ne')
    have d2 : HasDerivAt (fun y => (cos y)⁻¹) (-(-sin x) / cos x ^ 2) x :=
      (Real.hasDerivAt_cos x).inv hc.ne'
    have k : cos x / (1 + sin x) - (-sin x) / cos x = cos x / cos x ^ 2 := by
      rw [div_sub_div _ _ h1 hc.ne',
        div_eq_div_iff (mul_ne_zero h1 hc.ne') (pow_ne_zero 2 hc.ne')]
      linear_combination cos x ^ 2 * Real.sin_sq_add_cos_sq x
    rw [k] at d1
    refine ((d1.const_mul 3).sub d2).congr_deriv ?_
    unfold squareAngular
    rw [abs_of_nonneg hs, abs_of_pos hc, max_eq_left hsc, min_eq_right hsc]
    ring
  have r2 : √2 ^ 2 = (2 : ℝ) := Real.sq_sqrt (by norm_num)
  have l : log (1 + √2) = log (1 + √2 / 2) - log (√2 / 2) := by
    rw [← Real.log_div (by positivity) (by positivity)]
    congr 1
    rw [eq_div_iff (by positivity)]
    linear_combination (1 / 2) * r2
  have v : (√2 / 2)⁻¹ = √2 :=
    inv_eq_of_mul_eq_one_right (by linear_combination (1 / 2) * r2)
  have e := intervalIntegral.integral_eq_sub_of_hasDerivAt hd (I _ _)
  simp only [Real.sin_pi_div_four, Real.cos_pi_div_four, Real.sin_zero, Real.cos_zero,
    add_zero, Real.log_one, inv_one, v] at e
  rw [l]
  linarith
```

(h) Show $\Lambda=a(3\ln(1+\sqrt2)+1-\sqrt2)/2$.

By (c) and (f), the offset integral is $a^3g/6$. Apply (g) and $A=a^2$.

```lean
/-- Casimir length of a wire with square cross-section of side `a`. -/
theorem casimirLength_square {a : ℝ} (ha : 0 < a) :
    casimirLength (square a) = a * (3 * log (1 + √2) + 1 - √2) / 2 := by
  have hJ : ∀ f : ℝ, ∫ p : ℝ, chord (square a) f p ^ 2 / 2 = a ^ 3 / 6 * squareAngular f := by
    intro f
    have h : max |cos f| |sin f| ^ 2 + min |cos f| |sin f| ^ 2 = 1 := by
      rcases le_total |cos f| |sin f| with hl | hl
      · rw [max_eq_right hl, min_eq_left hl, sq_abs, sq_abs]
        exact Real.sin_sq_add_cos_sq f
      · rw [max_eq_left hl, min_eq_right hl, sq_abs, sq_abs]
        exact Real.cos_sq_add_sin_sq f
    simp only [chord_square a]
    rw [squareChord_integral ha (le_min (abs_nonneg _) (abs_nonneg _)) min_le_max h]
    unfold squareAngular
    ring
  have hA : volume.real (square a) = a ^ 2 := by
    have hS : square a = Complex.measurableEquivRealProd ⁻¹'
        (Icc (-(a / 2)) (a / 2) ×ˢ Icc (-(a / 2)) (a / 2)) := by
      ext z
      simp only [square, Set.mem_ofPred_eq, abs_le, mem_preimage, mem_prod, mem_Icc,
        Complex.measurableEquivRealProd_apply]
    rw [measureReal_def, hS, Complex.volume_preserving_equiv_real_prod.measure_preimage
      (measurableSet_Icc.prod measurableSet_Icc).nullMeasurableSet, Measure.volume_eq_prod,
      Measure.prod_prod, Real.volume_Icc, ENNReal.toReal_mul,
      ENNReal.toReal_ofReal (by linarith)]
    ring
  unfold casimirLength
  simp only [hJ]
  rw [hA, intervalIntegral.integral_const_mul, squareAngular_integral, div_mul_eq_mul_div,
    div_eq_iff (by positivity)]
  ring
```

(i) For $a=1$, show $1.11<\Lambda<1.12$.

Write $4\ln(1+\sqrt2)=5\ln2+\ln x$, with $x=(17+12\sqrt2)/32\approx1.0616$. Then $1-1/x\le\ln x\le x-1$ suffices.

Numerically, $\Lambda\approx(2.6441+1-1.4142)/2\approx1.115$, so $a=100$ nm gives 111.5 nm. A relaxation-time conductivity code can use $v/\Lambda$ as boundary rate for phonon speed $v$, within this isotropic, diffuse-wall model; adding it to internal scattering rates is a further approximation.

```lean
/-- The Casimir length of the unit-square wire lies between 1.11 and 1.12. -/
theorem casimirLength_unit_square_bounds :
    1.11 < casimirLength (square 1) ∧ casimirLength (square 1) < 1.12 := by
  have r2 : √2 ^ 2 = (2 : ℝ) := Real.sq_sqrt (by norm_num)
  have b1 : 1.41421 < √2 := Real.lt_sqrt_of_sq_lt (by norm_num)
  have b2 : √2 < 1.41422 := by
    rw [Real.sqrt_lt' (by norm_num)]
    norm_num
  -- compare the fourth power of 1 + √2 with 32
  have h4 : 4 * log (1 + √2) = log (17 + 12 * √2) := by
    have e : 17 + 12 * √2 = (1 + √2) ^ 4 := by
      linear_combination (-(√2 ^ 2) - 4 * √2 - 8) * r2
    rw [e, Real.log_pow]
    norm_num
  have h5 : log 32 = 5 * log 2 := by
    rw [show (32 : ℝ) = 2 ^ 5 by norm_num, Real.log_pow]
    norm_num
  have hy : 0 < 17 + 12 * √2 := by positivity
  have u := Real.log_le_sub_one_of_pos (div_pos hy (by norm_num : (0 : ℝ) < 32))
  have w := Real.log_le_sub_one_of_pos (div_pos (by norm_num : (0 : ℝ) < 32) hy)
  rw [Real.log_div hy.ne' (by norm_num)] at u
  rw [Real.log_div (by norm_num) hy.ne'] at w
  have w2 : 32 / (17 + 12 * √2) < 0.9425 := by
    rw [div_lt_iff₀ hy]
    linarith
  have t1 := Real.log_two_gt_d9
  have t2 := Real.log_two_lt_d9
  rw [casimirLength_square one_pos]
  constructor <;> linarith

end

end CasimirLength
```

```lean
#print axioms CasimirLength.casimirLength_disc
#print axioms CasimirLength.casimirLength_unit_square_bounds
```

```
'CasimirLength.casimirLength_disc' depends on axioms: [propext, Classical.choice, Quot.sound]
'CasimirLength.casimirLength_unit_square_bounds' depends on axioms: [propext, Classical.choice, Quot.sound]
```
